# Two spin densities under a strong Coulomb term: one dielectric eigenvalue diverges, the other stays finite

Let two spin densities respond with unit strength and interact only through a Coulomb term $v$. The dielectric matrix is
$$\begin{pmatrix}1+v&v\\v&1+v\end{pmatrix}.$$
Equal changes $(1,1)$ are multiplied by $1+2v$. For opposite changes $(1,-1)$ the Coulomb potentials cancel, and the factor is $1$. The problems below treat unequal responses and a spin-dependent interaction.

```lean
import Mathlib

open Matrix Filter Topology

namespace SpinDielectricMixing

noncomputable section
```

The independent-particle response is $\chi_0=-\mathrm{diag}(a,b)$, with one number per spin.

```lean
/-- The independent-particle response of two spin densities, `χ₀ = -diag(a, b)`. -/
def chi0 (a b : ℝ) : Matrix (Fin 2) (Fin 2) ℝ := !![-a, 0; 0, -b]
```

The kernel $K$ adds to $v$ a matrix $f$, which stands for exchange and correlation. It is symmetric when it is a second derivative of an energy. Indices run over $0,1$ as in Lean; the subscripts in the code comments start at 1.

```lean
/-- The interaction kernel: a Coulomb term `v` that couples all densities equally,
plus a spin-dependent part `f`. -/
def kernel (v : ℝ) (f : Matrix (Fin 2) (Fin 2) ℝ) : Matrix (Fin 2) (Fin 2) ℝ :=
  v • !![1, 1; 1, 1] + f
```

The dielectric matrix is $\varepsilon=1-\chi_0K$.

```lean
/-- The dielectric matrix `ε = 1 - χ₀ K`. -/
def dielectric (a b v : ℝ) (f : Matrix (Fin 2) (Fin 2) ℝ) : Matrix (Fin 2) (Fin 2) ℝ :=
  1 - chi0 a b * kernel v f
```

`HasMode M μ` says that $\mu$ is a real eigenvalue of $M$, with a nonzero eigenvector.

```lean
/-- `μ` is an eigenvalue of `M`: some nonzero density change is multiplied by `μ`. -/
def HasMode (M : Matrix (Fin 2) (Fin 2) ℝ) (μ : ℝ) : Prop :=
  ∃ x : Fin 2 → ℝ, x ≠ 0 ∧ M *ᵥ x = μ • x
```

Write $p=a(v+f_{00})$, $q=b(v+f_{11})$ and $D=(p-q)^2+4ab(v+f_{01})^2$, which is `disc`.

```lean
/-- The discriminant of the characteristic polynomial of `ε`, for symmetric `f`. -/
def disc (a b v : ℝ) (f : Matrix (Fin 2) (Fin 2) ℝ) : ℝ :=
  (a * (v + f 0 0) - b * (v + f 1 1)) ^ 2 + 4 * a * b * (v + f 0 1) ^ 2
```

Two candidate roots, `upperEig` and `lowerEig`, are $\mu_\pm=1+\tfrac12(p+q\pm\sqrt D)$.

```lean
/-- The closed formula with the plus sign of the square root. -/
def upperEig (a b v : ℝ) (f : Matrix (Fin 2) (Fin 2) ℝ) : ℝ :=
  1 + (a * (v + f 0 0) + b * (v + f 1 1) + √(disc a b v f)) / 2

/-- The closed formula with the minus sign of the square root. -/
def lowerEig (a b v : ℝ) (f : Matrix (Fin 2) (Fin 2) ℝ) : ℝ :=
  1 + (a * (v + f 0 0) + b * (v + f 1 1) - √(disc a b v f)) / 2
```

## (a) Eigenvalues and the determinant

Show that $\mu$ is an eigenvalue of $M$ exactly when $\det(M-\mu)=0$.

The equation $Mx=\mu x$ is $(M-\mu)x=0$. It has a nonzero solution exactly when $M-\mu$ is singular. Lean takes the last step from Mathlib.

```lean
/-- The eigenvalues of a matrix are the zeros of its secular determinant. -/
theorem hasMode_iff_det (M : Matrix (Fin 2) (Fin 2) ℝ) (μ : ℝ) :
    HasMode M μ ↔ (M - μ • (1 : Matrix (Fin 2) (Fin 2) ℝ)).det = 0 := by
  rw [← Matrix.exists_mulVec_eq_zero_iff]
  simp only [HasMode, Matrix.sub_mulVec, Matrix.smul_mulVec, Matrix.one_mulVec, sub_eq_zero]
```

## (b) The determinant written out

Show that
$$\det(\varepsilon-\mu)=(1+p-\mu)(1+q-\mu)-ab(v+f_{01})(v+f_{10}).$$

Multiplying out gives
$$\varepsilon=\begin{pmatrix}1+p&a(v+f_{01})\\b(v+f_{10})&1+q\end{pmatrix},$$
and the $2\times2$ determinant follows. In Lean, `simp only` expands the matrix product into sums, and `simp` evaluates the entries.

```lean
/-- The secular determinant of the dielectric matrix, written out. -/
theorem det_dielectric_sub (a b v μ : ℝ) (f : Matrix (Fin 2) (Fin 2) ℝ) :
    (dielectric a b v f - μ • (1 : Matrix (Fin 2) (Fin 2) ℝ)).det =
      (1 + a * (v + f 0 0) - μ) * (1 + b * (v + f 1 1) - μ)
        - a * (v + f 0 1) * (b * (v + f 1 0)) := by
  rw [Matrix.det_fin_two]
  -- expand the entries of the product before evaluating the literal matrices
  simp only [dielectric, chi0, kernel, Matrix.sub_apply, Matrix.mul_apply, Matrix.add_apply,
    Matrix.smul_apply, Fin.sum_univ_two]
  simp
```

## (c) Two real roots

For $a,b>0$ and symmetric $f$, show that $\det(\varepsilon-\mu)=(\mu-\mu_+)(\mu-\mu_-)$.

Here $D\ge0$, so $(\sqrt D)^2=D$. The roots have sum $2+p+q$ and product
$$\left(1+\tfrac{p+q}2\right)^2-\tfrac D4=(1+p)(1+q)-ab(v+f_{01})^2.$$
These are the coefficients in (b) with $f_{10}=f_{01}$. In Lean, `hs` is the squared root, and `linear_combination` compares the polynomials.

```lean
/-- For `a, b > 0` and symmetric `f` the secular determinant factors over the reals
into the upper and the lower root. -/
theorem det_factor {a b : ℝ} (ha : 0 < a) (hb : 0 < b) {f : Matrix (Fin 2) (Fin 2) ℝ}
    (hf : f.IsSymm) (v μ : ℝ) :
    (dielectric a b v f - μ • (1 : Matrix (Fin 2) (Fin 2) ℝ)).det =
      (μ - upperEig a b v f) * (μ - lowerEig a b v f) := by
  have h10 : f 1 0 = f 0 1 := hf.apply 0 1
  have hd : 0 ≤ disc a b v f := by unfold disc; positivity
  have hs : √(disc a b v f) ^ 2 =
      (a * (v + f 0 0) - b * (v + f 1 1)) ^ 2 + 4 * a * b * (v + f 0 1) ^ 2 :=
    Real.sq_sqrt hd
  rw [det_dielectric_sub, h10]
  unfold upperEig lowerEig
  linear_combination (1 / 4) * hs
```

## (d) The upper root

For $a,b>0$, show that $\mu_+\to\infty$ as $v\to\infty$.

Since $\sqrt D\ge0$,
$$\mu_+\ge1+\tfrac{p+q}2=\tfrac{a+b}2v+1+\tfrac{af_{00}+bf_{11}}2,$$
which grows linearly. Lean proves this bound's divergence as `h0` and compares.

```lean
/-- For `a, b > 0` the upper root diverges as the Coulomb term grows. -/
theorem upperEig_tendsto {a b : ℝ} (ha : 0 < a) (hb : 0 < b)
    (f : Matrix (Fin 2) (Fin 2) ℝ) :
    Tendsto (fun v => upperEig a b v f) atTop atTop := by
  have hab : 0 < (a + b) / 2 := by positivity
  -- half the trace is a lower bound that grows linearly in `v`
  have h0 : Tendsto (fun v : ℝ => (a + b) / 2 * v + (1 + (a * f 0 0 + b * f 1 1) / 2))
      atTop atTop :=
    tendsto_atTop_add_const_right atTop _ (Tendsto.const_mul_atTop hab tendsto_id)
  refine tendsto_atTop_mono (fun v => ?_) h0
  have := Real.sqrt_nonneg (disc a b v f)
  unfold upperEig
  linarith
```

## (e) The lower root

For $a,b>0$ and symmetric $f$, show that
$$\mu_-\to1+L,\qquad L=\frac{ab(f_{00}+f_{11}-2f_{01})}{a+b}.$$

Set $\mu=1+L$ in (b) and (c):
$$(1+L-\mu_+)(1+L-\mu_-)=(p-L)(q-L)-ab(v+f_{01})^2.$$
On the right the $v^2$ terms cancel. The coefficient of $v$ is $ab(f_{00}+f_{11}-2f_{01})-L(a+b)=0$. What remains is the constant
$$C=ab(f_{00}f_{11}-f_{01}^2)-L(af_{00}+bf_{11})+L^2.$$
Once $\mu_+>1+L$, we have $\mu_-=1+L+C/(\mu_+-1-L)$, and (d) gives the limit. The constant product is `hid`; `h3` is the division.

```lean
/-- For `a, b > 0` and symmetric `f` the lower root stays finite as the Coulomb term
grows, with a limit set by `a`, `b` and `f`. -/
theorem lowerEig_tendsto {a b : ℝ} (ha : 0 < a) (hb : 0 < b)
    {f : Matrix (Fin 2) (Fin 2) ℝ} (hf : f.IsSymm) :
    Tendsto (fun v => lowerEig a b v f) atTop
      (𝓝 (1 + a * b * (f 0 0 + f 1 1 - 2 * f 0 1) / (a + b))) := by
  have h10 : f 1 0 = f 0 1 := hf.apply 0 1
  have hab : a + b ≠ 0 := by positivity
  obtain ⟨L, hLdef⟩ : ∃ L, L = a * b * (f 0 0 + f 1 1 - 2 * f 0 1) / (a + b) := ⟨_, rfl⟩
  have hL : L * (a + b) = a * b * (f 0 0 + f 1 1 - 2 * f 0 1) := by
    rw [hLdef]; field_simp
  rw [← hLdef]
  obtain ⟨C, hC⟩ : ∃ C, C = a * b * (f 0 0 * f 1 1 - f 0 1 ^ 2)
      - L * (a * f 0 0 + b * f 1 1) + L ^ 2 := ⟨_, rfl⟩
  -- measured from `1 + L`, the two roots have a product independent of `v`
  have hid : ∀ v, (1 + L - upperEig a b v f) * (1 + L - lowerEig a b v f) = C := by
    intro v
    have h1 := det_factor ha hb hf v (1 + L)
    rw [det_dielectric_sub, h10] at h1
    rw [hC]
    linear_combination -h1 - v * hL
  have hup : Tendsto (fun v => upperEig a b v f + (-1 - L)) atTop atTop :=
    tendsto_atTop_add_const_right atTop _ (upperEig_tendsto ha hb f)
  have h2 := (hup.const_div_atTop C).const_add (1 + L)
  rw [add_zero] at h2
  refine h2.congr' ?_
  filter_upwards [hup.eventually_gt_atTop 0] with v hv
  have hne : upperEig a b v f + (-1 - L) ≠ 0 := ne_of_gt hv
  have h3 : C / (upperEig a b v f + (-1 - L)) = lowerEig a b v f - 1 - L := by
    rw [div_eq_iff hne]
    linear_combination -hid v
  rw [h3]
  ring
```

## (f) The spectrum at strong coupling

For $a,b>0$ and symmetric $f$, show that the eigenvalues of $\varepsilon$ are exactly $\mu_+$ and $\mu_-$ at every $v$, with the limits found above.

By (a) and (c), $\mu$ is an eigenvalue exactly when one factor vanishes. The limits are (d) and (e), with $a,b,f$ held fixed. That suits long wavelengths in a metal where both spins have states at the Fermi level; in an insulator $a$ and $b$ shrink as $v$ grows.

```lean
/-- For `a, b > 0` and symmetric `f`, the dielectric matrix has exactly the upper and lower
roots as eigenvalues; as the Coulomb term grows the upper one diverges and the lower one
tends to `1 + ab(f₁₁ + f₂₂ - 2f₁₂)/(a + b)`. -/
theorem strong_coulomb_limit {a b : ℝ} (ha : 0 < a) (hb : 0 < b)
    {f : Matrix (Fin 2) (Fin 2) ℝ} (hf : f.IsSymm) :
    (∀ v μ, HasMode (dielectric a b v f) μ ↔
      μ = upperEig a b v f ∨ μ = lowerEig a b v f) ∧
    Tendsto (fun v => upperEig a b v f) atTop atTop ∧
    Tendsto (fun v => lowerEig a b v f) atTop
      (𝓝 (1 + a * b * (f 0 0 + f 1 1 - 2 * f 0 1) / (a + b))) := by
  refine ⟨fun v μ => ?_, upperEig_tendsto ha hb f, lowerEig_tendsto ha hb hf⟩
  rw [hasMode_iff_det, det_factor ha hb hf, mul_eq_zero, sub_eq_zero, sub_eq_zero]
```

## (g) Equal spins

Let $a=b$, $f_{00}=f_{11}$ and $f$ be symmetric. Show that $(1,1)$ and $(1,-1)$ are eigenvectors, with the only eigenvalues
$$1+a(2v+f_{00}+f_{01}),\qquad1+a(f_{00}-f_{01}).$$

Both rows of $\varepsilon$ contain $1+a(v+f_{00})$ on the diagonal and $a(v+f_{01})$ off it. Their sum and difference are the eigenvalues. The determinant in (b) factors accordingly, so there are no others. No sign of $a$ is needed.

```lean
/-- For equal responses, symmetric `f` and `f₁₁ = f₂₂`, the total density `(1, 1)` and the
magnetization `(1, -1)` are eigenvectors of `ε`, and their eigenvalues are the only ones. -/
theorem unpolarized_modes (a v : ℝ) {f : Matrix (Fin 2) (Fin 2) ℝ} (hf : f.IsSymm)
    (h : f 1 1 = f 0 0) :
    dielectric a a v f *ᵥ ![1, 1] = (1 + a * (2 * v + f 0 0 + f 0 1)) • ![1, 1] ∧
    dielectric a a v f *ᵥ ![1, -1] = (1 + a * (f 0 0 - f 0 1)) • ![1, -1] ∧
    ∀ μ, HasMode (dielectric a a v f) μ ↔
      μ = 1 + a * (2 * v + f 0 0 + f 0 1) ∨ μ = 1 + a * (f 0 0 - f 0 1) := by
  have h10 : f 1 0 = f 0 1 := hf.apply 0 1
  refine ⟨?_, ?_, fun μ => ?_⟩
  · rw [funext_iff, Fin.forall_fin_two]
    constructor <;> simp only [dielectric, chi0, kernel, Matrix.mulVec, dotProduct,
      Matrix.sub_apply, Matrix.mul_apply, Matrix.add_apply, Matrix.smul_apply,
      Fin.sum_univ_two] <;> simp [h, h10] <;> ring
  · rw [funext_iff, Fin.forall_fin_two]
    constructor <;> simp only [dielectric, chi0, kernel, Matrix.mulVec, dotProduct,
      Matrix.sub_apply, Matrix.mul_apply, Matrix.add_apply, Matrix.smul_apply,
      Fin.sum_univ_two] <;> simp [h, h10] <;> ring
  · have hdet : (dielectric a a v f - μ • (1 : Matrix (Fin 2) (Fin 2) ℝ)).det =
        (μ - (1 + a * (2 * v + f 0 0 + f 0 1))) * (μ - (1 + a * (f 0 0 - f 0 1))) := by
      rw [det_dielectric_sub, h10, h]
      ring
    rw [hasMode_iff_det, hdet, mul_eq_zero, sub_eq_zero, sub_eq_zero]
```

## (h) One linear mixing step

Show that an eigenvalue $\mu$ of $M$ gives the eigenvalue $1-\alpha\mu$ of $1-\alpha M$.

If $Mx=\mu x$, then $(1-\alpha M)x=(1-\alpha\mu)x$.

In a self-consistent calculation with linear mixing, each step adds $\alpha(n_{\text{out}}-n_{\text{in}})$ to the input densities. To first order, an input error $\delta n$ returns as $\chi_0K\,\delta n$, so mixing leaves $(1-\alpha\varepsilon)\,\delta n$.

```lean
/-- If `μ` is an eigenvalue of `M`, then `1 - αμ` is an eigenvalue of `1 - αM`. When `M` is the
dielectric matrix, `1 - αM` is the error matrix of one linear mixing step. -/
theorem HasMode.mixing {M : Matrix (Fin 2) (Fin 2) ℝ} {μ : ℝ} (hM : HasMode M μ) (α : ℝ) :
    HasMode (1 - α • M) (1 - α * μ) := by
  obtain ⟨x, hx, h⟩ := hM
  refine ⟨x, hx, ?_⟩
  rw [Matrix.sub_mulVec, Matrix.one_mulVec, Matrix.smul_mulVec, h, sub_smul, one_smul,
    smul_smul]
```

## (i) Charge sloshing

For $a,b>0$, symmetric $f$ and fixed $\alpha>0$, show that $1-\alpha\varepsilon$ has an eigenvalue below $-1$ for all large $v$.

By (d), eventually $\mu_+>2/\alpha$, so $1-\alpha\mu_+<-1$. In a plane-wave calculation $v\propto1/G^2$ at wavevector $G$, so doubling the cell length quadruples $v$ at the smallest nonzero $G$. Once $v$ is large enough for the chosen $\alpha$, this linearised two-density model has an error that flips sign and grows at each step.

```lean
/-- Charge sloshing: for `a, b > 0`, symmetric `f` and any fixed mixing parameter `α > 0`,
a large enough Coulomb term gives an error that flips sign and grows at each step. -/
theorem charge_sloshing {a b α : ℝ} (ha : 0 < a) (hb : 0 < b) (hα : 0 < α)
    {f : Matrix (Fin 2) (Fin 2) ℝ} (hf : f.IsSymm) :
    ∀ᶠ v in atTop, ∃ c : ℝ, c < -1 ∧ HasMode (1 - α • dielectric a b v f) c := by
  obtain ⟨hmode, hup, -⟩ := strong_coulomb_limit ha hb hf
  filter_upwards [hup.eventually_gt_atTop (2 / α)] with v hv
  have h2 : 2 < upperEig a b v f * α := (div_lt_iff₀ hα).1 hv
  exact ⟨_, by linarith, ((hmode v _).2 (Or.inl rfl)).mixing α⟩
```

## (j) Growth for every mixing parameter

Let $a,b>0$, $f$ be symmetric and $1+L<0$. Show that for all large $v$, every $\alpha>0$ gives $1-\alpha\varepsilon$ an eigenvalue above $1$.

By (e), eventually $\mu_-<0$, so $1-\alpha\mu_->1$. The threshold in $v$ serves all $\alpha$ at once. In this model $\varepsilon=\mathrm{diag}(a,b)\,H$, where $H=\mathrm{diag}(1/a,1/b)+K$ is the second derivative of the energy. A negative eigenvalue of $\varepsilon$ therefore means that the self-consistent state is not an energy minimum.

For example, take $a=1$, $b=3$, $f=-1$ (minus the identity) and $v=10$. Then
$$\varepsilon=\begin{pmatrix}10&10\\30&28\end{pmatrix},\qquad\mu_\pm=19\pm\sqrt{381}\approx38.52,\ -0.52,$$
while $1+L=-0.5$. With $\alpha=0.1$ the error factors are about $-2.85$ and $1.05$. A smaller $\alpha$ can cure the first but not the second.

```lean
/-- For `a, b > 0` and symmetric `f`, if the limit of the lower eigenvalue is negative, then
at large Coulomb term every mixing parameter `α > 0` leaves an error that grows. -/
theorem no_mixing_parameter {a b : ℝ} (ha : 0 < a) (hb : 0 < b)
    {f : Matrix (Fin 2) (Fin 2) ℝ} (hf : f.IsSymm)
    (hneg : 1 + a * b * (f 0 0 + f 1 1 - 2 * f 0 1) / (a + b) < 0) :
    ∀ᶠ v in atTop, ∀ α : ℝ, 0 < α →
      ∃ c : ℝ, 1 < c ∧ HasMode (1 - α • dielectric a b v f) c := by
  obtain ⟨hmode, -, hlow⟩ := strong_coulomb_limit ha hb hf
  filter_upwards [hlow.eventually_lt_const hneg] with v hv α hα
  have h2 : α * lowerEig a b v f < 0 := mul_neg_of_pos_of_neg hα hv
  exact ⟨_, by linarith, ((hmode v _).2 (Or.inr rfl)).mixing α⟩

end

end SpinDielectricMixing
```

```lean
#print axioms SpinDielectricMixing.strong_coulomb_limit
#print axioms SpinDielectricMixing.unpolarized_modes
#print axioms SpinDielectricMixing.charge_sloshing
#print axioms SpinDielectricMixing.no_mixing_parameter
```

```
'SpinDielectricMixing.strong_coulomb_limit' depends on axioms: [propext, Classical.choice, Quot.sound]
'SpinDielectricMixing.unpolarized_modes' depends on axioms: [propext, Classical.choice, Quot.sound]
'SpinDielectricMixing.charge_sloshing' depends on axioms: [propext, Classical.choice, Quot.sound]
'SpinDielectricMixing.no_mixing_parameter' depends on axioms: [propext, Classical.choice, Quot.sound]
```
